# For reversal-symmetric kernels, the LAPW secular equations on $B$ and $-B$ have the same real energies

For a real, spinless Hamiltonian and basis functions with $\varphi_{-K}=\overline{\varphi_K}$, an LAPW solution at $k$ gives one at $-k$ with the same energy: reverse the wave vectors and conjugate the coefficients. Precisely, let $H$ and $S$ be the Hamiltonian and overlap kernels, with $H(-K,-Q)=\overline{H(K,Q)}$ and likewise for $S$. If $c$ solves the generalized eigenproblem on a finite set $B$ of wave vectors with real eigenvalue $x$, then $d(K)=\overline{c(-K)}$ solves it on $-B$ with the same $x$. I would like to see this derived in full and checked by machine, including what happens when $B=-B$. Can that be done in Lean 4 with Mathlib?

## Conjugating the equation at $-K$

Yes. The result follows from conjugating the secular equation of the opposite wave vector, and it needs neither Hermiticity of $H$ nor positivity of $S$.

The wave vectors in an LAPW basis are $K=k+G$, with $G$ a reciprocal lattice vector and $|K|$ below a cutoff. Changing all their signs turns the basis at $k$ into the basis at $-k$. The assumption on $c$ is

$$\sum_{Q\in B}H(K,Q)\,c(Q)=x\sum_{Q\in B}S(K,Q)\,c(Q)\qquad (K\in B).$$

Take $K\in -B$, so that $-K\in B$. Substituting $Q\to -Q$ in the sum over $-B$ gives

$$\sum_{Q\in -B}H(K,Q)\,d(Q)=\sum_{Q\in B}H(K,-Q)\,\overline{c(Q)}=\overline{\sum_{Q\in B}H(-K,Q)\,c(Q)}.$$

The last step is the symmetry of $H$ applied to the pair $(-K,Q)$. The same identity holds for $S$. The equation for $c$ at $-K$ and $\bar x=x$ then give

$$\sum_{Q\in -B}H(K,Q)\,d(Q)=\overline{x\sum_{Q\in B}S(-K,Q)\,c(Q)}=x\sum_{Q\in -B}S(K,Q)\,d(Q).$$

If $c(K)\neq0$ for some $K\in B$, then $d(-K)=\overline{c(K)}\neq0$, so nonzero solutions go to nonzero solutions. Since $-(-B)=B$, the argument also runs backwards, and the two bases have the same energies.

The orbital follows the coefficients. If the basis functions satisfy $\varphi_{-K}=\overline{\varphi_K}$, then

$$\sum_{K\in -B}d(K)\varphi_K(r)=\sum_{K\in B}\overline{c(K)}\,\varphi_{-K}(r)=\overline{\sum_{K\in B}c(K)\varphi_K(r)}.$$

Now suppose $B=-B$. Both $c$ and $d$ solve the same linear equations, and so do $c+d$ and $i(c-d)$. Each of these combinations, call it $e$, satisfies $e(-K)=\overline{e(K)}$, because $d(-K)=\overline{c(K)}$. Choose $K_0\in B$ with $c(K_0)\ne0$. If $c(K_0)+d(K_0)\neq0$, use the sum. Otherwise $d(K_0)=-c(K_0)$, and $i(c-d)$ has the nonzero value $2i\,c(K_0)$ at $K_0$.

Finally, consider a kernel built from atoms at positions $\tau_a$,

$$\sum_a w_a(K,Q)\,e^{i(Q-K)\cdot\tau_a},$$

with real weights obeying $w_a(-K,-Q)=w_a(K,Q)$. Reversing both wave vectors leaves the weights alone and changes the sign of each exponent, which conjugates the sum. The atoms may sit anywhere; no inversion centre is needed.

## Two plane waves and one atom

Work in one dimension with reciprocal lattice spacing 1 and $k=1/4$. Let $B=\{p,q\}$ with $p=1/4$ and $q=-3/4$. Put one atom at $\tau=\pi/2$, with weight 2 for equal wave vectors and 1 otherwise, and let $S$ be the identity. Since $e^{i(q-p)\tau}=-i$, the matrices on $B$ and $-B$, in the orders $(p,q)$ and $(-p,-q)$, are

$$\begin{pmatrix}2&-i\\ i&2\end{pmatrix},\qquad \begin{pmatrix}2&i\\ -i&2\end{pmatrix}.$$

On $B$, the vector $c=(-i,1)$ has energy 3: the rows give $-2i-i=-3i$ and $1+2=3$. The reversed vector is $d=(i,1)$, and on $-B$ the rows give $2i+i=3i$ and $1+2=3$, again energy 3. Copying $(-i,1)$ to $-B$ without conjugation gives $(-i,1)$ back, which is the solution with energy 1.

## The Lean file

```lean
import Mathlib

open ComplexConjugate

namespace LAPWReversal

noncomputable section

section General

variable {V : Type*} [AddCommGroup V]

/-- A kernel between wave vectors is reversal symmetric if changing the sign of both
wave vectors conjugates it. -/
def ReversalSymmetric (H : V → V → ℂ) : Prop :=
  ∀ K Q, H (-K) (-Q) = conj (H K Q)

/-- The basis set made of the opposite wave vectors. -/
def negBasis (B : Finset V) : Finset V := B.map (Equiv.neg V).toEmbedding

/-- The reversed coefficients `d(K) = conj (c(-K))`. -/
def reverse (c : V → ℂ) (K : V) : ℂ := conj (c (-K))

/-- The coefficients `c` solve the secular equations `H c = x S c` restricted to the
finite basis `B`. -/
def Solves (H S : V → V → ℂ) (B : Finset V) (x : ℝ) (c : V → ℂ) : Prop :=
  ∀ K ∈ B, ∑ Q ∈ B, H K Q * c Q = (x : ℂ) * ∑ Q ∈ B, S K Q * c Q

/-- The real number `x` is a band energy in the basis `B` if the secular equations have a solution
with a nonzero coefficient at some wave vector in `B`. -/
def IsBandEnergy (H S : V → V → ℂ) (B : Finset V) (x : ℝ) : Prop :=
  ∃ c : V → ℂ, (∃ K ∈ B, c K ≠ 0) ∧ Solves H S B x c

/-- The orbital at the point `r` expanded in basis functions `φ K` with coefficients `c`. -/
def orbital {R : Type*} (φ : V → R → ℂ) (B : Finset V) (c : V → ℂ) (r : R) : ℂ :=
  ∑ K ∈ B, c K * φ K r

/-- A wave vector lies in the opposite basis exactly when its negative lies in the basis. -/
theorem mem_negBasis {B : Finset V} {K : V} : K ∈ negBasis B ↔ -K ∈ B := by
  simp only [negBasis, Finset.mem_map, Equiv.coe_toEmbedding, Equiv.neg_apply]
  constructor
  · rintro ⟨Q, hQ, rfl⟩
    rwa [neg_neg]
  · intro h
    exact ⟨-K, h, neg_neg K⟩

/-- A reversal symmetric kernel acting on reversed coefficients in the opposite basis gives
the conjugate of its action on the original ones at the opposite wave vector. -/
theorem kernel_sum_reverse {H : V → V → ℂ} (hH : ReversalSymmetric H) (B : Finset V)
    (c : V → ℂ) (K : V) :
    ∑ Q ∈ negBasis B, H K Q * reverse c Q = conj (∑ Q ∈ B, H (-K) Q * c Q) := by
  rw [negBasis, Finset.sum_map, map_sum]
  refine Finset.sum_congr rfl fun Q _ => ?_
  have h := hH (-K) Q
  rw [neg_neg] at h
  change H K (-Q) * conj (c (- -Q)) = _
  rw [neg_neg, h, map_mul]

/-- Let the kernels `H` and `S` be reversal symmetric. If `c` solves the secular equations in the
basis `B` with real energy `x`, the reversed coefficients solve them in the opposite basis with the
same energy. -/
theorem solves_reverse {H S : V → V → ℂ} (hH : ReversalSymmetric H)
    (hS : ReversalSymmetric S) {B : Finset V} {x : ℝ} {c : V → ℂ}
    (h : Solves H S B x c) : Solves H S (negBasis B) x (reverse c) := by
  intro K hK
  -- conjugate the secular equation of the opposite wave vector
  rw [kernel_sum_reverse hH, kernel_sum_reverse hS, h (-K) (mem_negBasis.1 hK), map_mul,
    Complex.conj_ofReal]

/-- For reversal symmetric kernels `H` and `S`, a basis and its opposite have the same band
energies. -/
theorem isBandEnergy_negBasis_iff {H S : V → V → ℂ} (hH : ReversalSymmetric H)
    (hS : ReversalSymmetric S) (B : Finset V) (x : ℝ) :
    IsBandEnergy H S (negBasis B) x ↔ IsBandEnergy H S B x := by
  have step : ∀ A : Finset V, IsBandEnergy H S A x → IsBandEnergy H S (negBasis A) x := by
    rintro A ⟨c, ⟨K, hK, hc⟩, h⟩
    refine ⟨reverse c, ⟨-K, mem_negBasis.2 (by rwa [neg_neg]), ?_⟩, solves_reverse hH hS h⟩
    simpa [reverse] using hc
  have hinv : negBasis (negBasis B) = B := by
    ext K
    rw [mem_negBasis, mem_negBasis, neg_neg]
  refine ⟨fun h => ?_, step B⟩
  have h2 := step _ h
  rwa [hinv] at h2

/-- If opposite wave vectors have conjugate basis functions, the reversed coefficients in
the opposite basis give the complex conjugate orbital. -/
theorem orbital_reverse {R : Type*} {φ : V → R → ℂ}
    (hφ : ∀ K r, φ (-K) r = conj (φ K r)) (B : Finset V) (c : V → ℂ) (r : R) :
    orbital φ (negBasis B) (reverse c) r = conj (orbital φ B c r) := by
  unfold orbital
  rw [negBasis, Finset.sum_map, map_sum]
  refine Finset.sum_congr rfl fun K _ => ?_
  change conj (c (- -K)) * φ (-K) r = _
  rw [neg_neg, hφ, map_mul]

omit [AddCommGroup V] in
/-- Linear combinations of two solutions with the same energy are solutions. -/
theorem solves_combination {H S : V → V → ℂ} {B : Finset V} {x : ℝ} {c d : V → ℂ}
    (hc : Solves H S B x c) (hd : Solves H S B x d) (a b : ℂ) :
    Solves H S B x (fun K => a * c K + b * d K) := by
  intro K hK
  have key : ∀ F : V → V → ℂ, ∑ Q ∈ B, F K Q * (a * c Q + b * d Q)
      = a * ∑ Q ∈ B, F K Q * c Q + b * ∑ Q ∈ B, F K Q * d Q := by
    intro F
    rw [Finset.mul_sum, Finset.mul_sum, ← Finset.sum_add_distrib]
    exact Finset.sum_congr rfl fun _ _ => by ring
  rw [key H, key S, hc K hK, hd K hK]
  ring

/-- For reversal symmetric kernels `H` and `S` in a basis equal to its opposite, every band energy
has a solution, with a nonzero coefficient somewhere in the basis, whose coefficients at opposite
wave vectors are complex conjugates. -/
theorem exists_selfReversed_solution {H S : V → V → ℂ} (hH : ReversalSymmetric H)
    (hS : ReversalSymmetric S) {B : Finset V} (hB : negBasis B = B) {x : ℝ}
    (hx : IsBandEnergy H S B x) :
    ∃ c : V → ℂ, (∃ K ∈ B, c K ≠ 0) ∧ Solves H S B x c ∧ ∀ K, c (-K) = conj (c K) := by
  obtain ⟨c, ⟨K, hK, hne⟩, hc⟩ := hx
  have hd := solves_reverse hH hS hc
  rw [hB] at hd
  by_cases h : c K + reverse c K = 0
  · -- the sum vanishes at K, so the difference times i does not
    refine ⟨_, ⟨K, hK, ?_⟩, solves_combination hc hd Complex.I (-Complex.I), ?_⟩
    · intro h0
      have h2 : 2 * Complex.I * c K = 0 := by linear_combination h0 + Complex.I * h
      exact hne (by simpa [Complex.I_ne_zero] using h2)
    · intro Q
      simp only [reverse, neg_neg, map_add, map_mul, map_neg, Complex.conj_I,
        Complex.conj_conj]
      ring
  · refine ⟨_, ⟨K, hK, ?_⟩, solves_combination hc hd 1 1, ?_⟩
    · simpa using h
    · intro Q
      simp only [reverse, neg_neg, map_add, map_mul, map_one, Complex.conj_conj]
      ring

end General

section Atoms

variable {V ι : Type*} [NormedAddCommGroup V] [InnerProductSpace ℝ V] [Fintype ι]

/-- A sum over atoms at positions `τ a` of a real weight times the structure phase
`exp(i (Q - K)·τ a)`. -/
def atomKernel (τ : ι → V) (w : ι → V → V → ℝ) (K Q : V) : ℂ :=
  ∑ a, (w a K Q : ℂ) * Complex.exp (((inner ℝ (Q - K) (τ a) : ℝ) : ℂ) * Complex.I)

/-- An atomic kernel is reversal symmetric, for any atomic positions, if its real weights do
not change when both wave vectors change sign. -/
theorem atomKernel_reversal (τ : ι → V) {w : ι → V → V → ℝ}
    (hw : ∀ a K Q, w a (-K) (-Q) = w a K Q) : ReversalSymmetric (atomKernel τ w) := by
  intro K Q
  unfold atomKernel
  rw [map_sum]
  refine Finset.sum_congr rfl fun a _ => ?_
  have e : -Q - -K = -(Q - K) := by abel
  rw [hw, e, inner_neg_left, map_mul, Complex.conj_ofReal, ← Complex.exp_conj, map_mul,
    Complex.conj_ofReal, Complex.conj_I, Complex.ofReal_neg, neg_mul, mul_neg]

open Classical in
/-- The atomic kernel with weights `K·Q/2` and the overlap of orthonormal functions are
reversal symmetric, and plane waves of opposite wave vectors are complex conjugates. -/
theorem reversal_witness (τ : ι → V) :
    ReversalSymmetric (atomKernel τ fun _ K Q => inner ℝ K Q / 2) ∧
    ReversalSymmetric (fun K Q : V => if K = Q then (1 : ℂ) else 0) ∧
    ∀ K r : V, Complex.exp (((inner ℝ (-K) r : ℝ) : ℂ) * Complex.I)
      = conj (Complex.exp (((inner ℝ K r : ℝ) : ℂ) * Complex.I)) := by
  refine ⟨atomKernel_reversal τ fun _ K Q => ?_, fun K Q => ?_, fun K r => ?_⟩
  · rw [inner_neg_neg]
  · by_cases h : K = Q <;> simp [h]
  · rw [inner_neg_left, ← Complex.exp_conj, map_mul, Complex.conj_ofReal, Complex.conj_I,
      Complex.ofReal_neg, neg_mul, mul_neg]

end Atoms

end

end LAPWReversal
```

```lean
#print axioms LAPWReversal.solves_reverse
-- 'LAPWReversal.solves_reverse' depends on axioms: [propext, Classical.choice, Quot.sound]
#print axioms LAPWReversal.isBandEnergy_negBasis_iff
-- 'LAPWReversal.isBandEnergy_negBasis_iff' depends on axioms: [propext, Classical.choice, Quot.sound]
#print axioms LAPWReversal.orbital_reverse
-- 'LAPWReversal.orbital_reverse' depends on axioms: [propext, Classical.choice, Quot.sound]
#print axioms LAPWReversal.exists_selfReversed_solution
-- 'LAPWReversal.exists_selfReversed_solution' depends on axioms: [propext, Classical.choice, Quot.sound]
```

## What the definitions and theorems say

In the general part, wave vectors are elements of a commutative additive group `V`, which includes every real vector space. A kernel is a function `V → V → ℂ`, and `ReversalSymmetric` is the conjugation condition. Physically, the condition stands for a real, spinless Hamiltonian, without a magnetic field or spin-orbit coupling, in basis functions with $\varphi_{-K}=\overline{\varphi_K}$. The theorems assume it for $H$ and $S$.

The basis is a `Finset V`, and `negBasis B` is $-B$. Coefficients are functions on all of `V`, but `Solves H S B x c` involves only their values on `B`. The type `x : ℝ` makes the energy real by assumption. `IsBandEnergy` adds that $c$ is nonzero somewhere on `B`, so an empty basis has no band energies.

- `solves_reverse` is the main claim.
- `isBandEnergy_negBasis_iff` says that $B$ and $-B$ have the same set of band energies. It does not compare multiplicities.
- `orbital_reverse` gives the conjugate orbital, with $\varphi_{-K}=\overline{\varphi_K}$ as hypothesis `hφ`.
- `exists_selfReversed_solution` treats `negBasis B = B`, as at a time-reversal invariant $k$ with a symmetric cutoff.
- `atomKernel_reversal` establishes the symmetry for atomic sums in a real inner product space.
- `reversal_witness` gives concrete cases: weights $K\cdot Q/2$, the overlap of orthonormal functions, and plane waves.

The muffin-tin matching and radial functions are not constructed; LAPW enters through the symmetry of its kernels. Local orbitals, which carry atomic labels besides a wave vector, and spinor bases are not covered either. For band-structure calculations in which $H$ and $S$ have this symmetry and the finite basis at $-k$ is the opposite of the one at $k$, the result means that energies at $-k$ can be taken from those at $k$.

## How the proof follows the derivation

`mem_negBasis` turns membership of $K$ in $-B$ into membership of $-K$ in $B$. `kernel_sum_reverse` is the reindexing identity: `Finset.sum_map` performs $Q\to-Q$, `map_sum` moves the conjugation inside the sum, and `Finset.sum_congr` reduces the claim to single terms, where `hH (-K) Q` supplies the symmetry.

`solves_reverse` rewrites both sides with that lemma, inserts the original equation at $-K$, and uses `Complex.conj_ofReal` for $\bar x=x$. In `isBandEnergy_negBasis_iff`, the auxiliary statement `step` carries a nonzero solution from any basis to its opposite. Applying it to $-B$ and using `hinv`, which is $-(-B)=B$, gives the other direction. `orbital_reverse` repeats the reindexing with basis functions in place of kernel entries.

`solves_combination` is linearity at fixed energy. `exists_selfReversed_solution` first uses `hB` to place $d$ in the same basis as $c$, then splits on whether $c+d$ vanishes at the chosen wave vector. If it does, the coefficients $i$ and $-i$ give $i(c-d)$, and `linear_combination` derives $2i\,c(K)=0$ from $c(K)+d(K)=0$ and the supposed vanishing of that combination at $K$, contradicting $c(K)\ne0$. If it does not, the coefficients are 1 and 1. In both cases `simp only` and `ring` check the conjugation relation.

For the atomic kernel, the proof goes atom by atom: `hw` keeps the weight, `e` records $-Q-(-K)=-(Q-K)$, and `Complex.exp_conj` matches the reversed phase with the conjugate one. The witness theorem applies this to $K\cdot Q/2$, checks the overlap by the cases $K=Q$ and $K\neq Q$, and treats plane waves by the same conjugation of the exponential.
